# High states orthogonal to the PAW projectors carry at most the squared pseudo norm of pair-density weight

One way to test a set of high empty states for a GW or RPA calculation is to sum their squared pair densities and compare the result with a known total. For finitely many orthonormal states orthogonal to all PAW projectors, that total is the squared norm of the pseudo state, provided that their span contains the vector Uψ defined below. This requires Uψ itself to be orthogonal to the projectors. If the pseudo state is normalised with the PAW overlap operator, the total differs from 1 whenever the augmentation charge is nonzero.

Let ψ be a pseudo state, p_i the projectors, and q_ij and Q_ij complex coefficients. Let U be unitary, for example multiplication by a plane-wave phase on a periodic real-space grid. Define

S = 1 + Σ_ij p_i q_ij ⟨p_j,·⟩

A = U + Σ_ij p_i Q_ij ⟨p_j,·⟩

n = Σ_ij ⟨ψ,p_i⟩ q_ij ⟨p_j,ψ⟩

Here S is the overlap operator, A yields the augmented pair densities ⟨a_k,Aψ⟩ with the high states a_k, and n is the augmentation charge. If ⟨ψ,Sψ⟩ = 1, the a_k are orthonormal and orthogonal to every p_i, and their span contains Uψ, then

Σ_k |⟨a_k,Aψ⟩|² = 1 − n = ‖ψ‖².

A code that tests such a sum against 1 would be off by n even when the span contains Uψ: weight seems to be missing if n > 0 and in excess if n < 0.

## From S-normalisation to the sum rule

The augmentation part of A lies in the span of the projectors, so a high state does not see it:

⟨a_k,Aψ⟩ = ⟨a_k,Uψ⟩ + Σ_ij ⟨a_k,p_i⟩ Q_ij ⟨p_j,ψ⟩ = ⟨a_k,Uψ⟩.

The normalisation condition fixes the pseudo norm:

1 = ⟨ψ,Sψ⟩ = ‖ψ‖² + n, hence ‖ψ‖² = 1 − n.

For any vector x, let r be what remains after projection on the high states:

r = x − Σ_k ⟨a_k,x⟩ a_k.

Orthonormality gives ⟨a_k,r⟩ = 0 for every k. The projected part of x therefore drops out of the first argument of ⟨r,r⟩:

‖r‖² = ⟨x,r⟩ = ‖x‖² − Σ_k |⟨a_k,x⟩|².

Now set x = Uψ. Since U preserves norms, ‖Uψ‖² = ‖ψ‖², and

Σ_k |⟨a_k,Aψ⟩|² + ‖r‖² = 1 − n.

If Uψ = Σ_k c_k a_k, then c_k = ⟨a_k,Uψ⟩, so r = 0 and the sum rule follows. Conversely, if the sum rule holds, then ‖r‖² = 0, and Uψ equals its projection and lies in the span.

## Two levels with augmentation charge 3/4

Take orthonormal levels e₀ and e₁, one projector p = e₀, q = 3 and ψ = e₀/2. Then

⟨ψ,Sψ⟩ = 1/4 + 3 · 1/4 = 1, with n = 3/4.

Let U exchange the levels and let a = e₁ be the only high state. For any Q,

Aψ = e₁/2 + (Q/2) e₀, so |⟨a,Aψ⟩|² = 1/4 = 1 − 3/4.

## A high state that overlaps a projector

Without orthogonality to the projectors the rule can fail in one dimension. Take p = a = e₀, U = 1, q = 3, Q = 1 and ψ = e₀/2. The state is S-normalised and Uψ lies in the span of a, but

Aψ = e₀/2 + e₀/2 = e₀, so |⟨a,Aψ⟩|² = 1, while 1 − n = 1/4.

The augmentation term now contributes to the amplitude, and the result depends on Q. The example is purely algebraic: a has norm 1, as the theorem asks, but ⟨a,Sa⟩ = 4, so a is not an S-normalised PAW state, and Q is chosen independently of q.

## The Lean file

```lean
import Mathlib

open scoped InnerProductSpace

namespace PAWHighStateSumRule

noncomputable section

variable {E ι κ : Type*} [NormedAddCommGroup E] [InnerProductSpace ℂ E]
  [Fintype ι] [Fintype κ]

/-- The separable term `∑ p_i M_ij ⟨p_j, ψ⟩` built from projectors `p` and a matrix `M`. -/
def separable (p : ι → E) (M : ι → ι → ℂ) (ψ : E) : E :=
  ∑ i, ∑ j, (M i j * inner ℂ (p j) ψ) • p i

/-- The overlap operator `S = 1 + ∑ p_i q_ij ⟨p_j, ·⟩`. -/
def overlap (p : ι → E) (q : ι → ι → ℂ) (ψ : E) : E :=
  ψ + separable p q ψ

/-- The augmented pair-density operator `A = U + ∑ p_i Q_ij ⟨p_j, ·⟩`. -/
def pairDensity (U : E ≃ₗᵢ[ℂ] E) (p : ι → E) (Q : ι → ι → ℂ) (ψ : E) : E :=
  U ψ + separable p Q ψ

/-- The augmentation charge `∑ ⟨ψ, p_i⟩ q_ij ⟨p_j, ψ⟩` of a pseudo state. -/
def augCharge (p : ι → E) (q : ι → ι → ℂ) (ψ : E) : ℂ :=
  ∑ i, ∑ j, inner ℂ ψ (p i) * q i j * inner ℂ (p j) ψ

/-- The remainder `x - ∑ ⟨a_k, x⟩ a_k` of `x` relative to the states `a`. -/
def residual (a : κ → E) (x : E) : E :=
  x - ∑ k, (inner ℂ (a k) x) • a k

/-- The inner product of a vector with itself is its squared norm. -/
lemma inner_self_ofReal (v : E) : inner ℂ v v = ((‖v‖ ^ 2 : ℝ) : ℂ) := by
  rw [inner_self_eq_norm_sq_to_K]
  exact (Complex.ofReal_pow _ _).symm

/-- On a state orthogonal to all projectors, the augmented pair density has the same
amplitude as the bare unitary operator. -/
theorem high_amplitude (U : E ≃ₗᵢ[ℂ] E) (p : ι → E) (Q : ι → ι → ℂ) (ψ b : E)
    (hb : ∀ i, inner ℂ b (p i) = 0) :
    inner ℂ b (pairDensity U p Q ψ) = inner ℂ b (U ψ) := by
  -- every term of the separable part contains a vanishing overlap with a projector
  have h : inner ℂ b (separable p Q ψ) = 0 := by
    rw [separable, inner_sum]
    refine Finset.sum_eq_zero fun i _ => ?_
    rw [inner_sum]
    refine Finset.sum_eq_zero fun j _ => ?_
    rw [inner_smul_right, hb, mul_zero]
  rw [pairDensity, inner_add_right, h, add_zero]

/-- For an `S`-normalised state, the squared pseudo norm is one minus the augmentation charge. -/
theorem pseudo_norm (p : ι → E) (q : ι → ι → ℂ) (ψ : E)
    (hψ : inner ℂ ψ (overlap p q ψ) = 1) :
    ((‖ψ‖ ^ 2 : ℝ) : ℂ) = 1 - augCharge p q ψ := by
  have h : inner ℂ ψ (separable p q ψ) = augCharge p q ψ := by
    simp only [separable, augCharge, inner_sum, inner_smul_right]
    refine Finset.sum_congr rfl fun i _ => Finset.sum_congr rfl fun j _ => ?_
    ring
  rw [overlap, inner_add_right, h, inner_self_ofReal] at hψ
  linear_combination hψ

/-- The weight of `x` on finitely many orthonormal states and the squared norm of the
residual add up to the squared norm of `x`. -/
theorem weight_add_residual (a : κ → E) (ha : Orthonormal ℂ a) (x : E) :
    ∑ k, ‖inner ℂ (a k) x‖ ^ 2 + ‖residual a x‖ ^ 2 = ‖x‖ ^ 2 := by
  -- the residual is orthogonal to every state of the family
  have h0 : ∀ k, inner ℂ (a k) (residual a x) = 0 := by
    intro k
    rw [residual, inner_sub_right, ha.inner_right_fintype, sub_self]
  have h1 : inner ℂ (∑ k, (inner ℂ (a k) x) • a k) (residual a x) = 0 := by
    rw [sum_inner]
    refine Finset.sum_eq_zero fun k _ => ?_
    rw [inner_smul_left, h0, mul_zero]
  -- the projected part carries the summed squared amplitudes
  have h2 : inner ℂ x (∑ k, (inner ℂ (a k) x) • a k)
      = ((∑ k, ‖inner ℂ (a k) x‖ ^ 2 : ℝ) : ℂ) := by
    rw [inner_sum, Complex.ofReal_sum]
    refine Finset.sum_congr rfl fun k _ => ?_
    rw [inner_smul_right, ← inner_conj_symm x (a k), Complex.mul_conj,
      Complex.normSq_eq_norm_sq]
  have h3 : inner ℂ (residual a x) (residual a x)
      = inner ℂ x x - inner ℂ x (∑ k, (inner ℂ (a k) x) • a k) := by
    calc inner ℂ (residual a x) (residual a x)
        = inner ℂ x (residual a x)
          - inner ℂ (∑ k, (inner ℂ (a k) x) • a k) (residual a x) := by
            rw [← inner_sub_left]; rfl
      _ = inner ℂ x (residual a x) := by rw [h1, sub_zero]
      _ = _ := by rw [residual, inner_sub_right]
  rw [h2, inner_self_ofReal, inner_self_ofReal, ← Complex.ofReal_sub] at h3
  have h4 := Complex.ofReal_injective h3
  linarith

/-- For orthonormal states, the residual vanishes exactly when the vector lies in their span. -/
theorem residual_eq_zero_iff (a : κ → E) (ha : Orthonormal ℂ a) (x : E) :
    residual a x = 0 ↔ x ∈ Submodule.span ℂ (Set.range a) := by
  rw [Submodule.mem_span_range_iff_exists_fun]
  constructor
  · intro h
    exact ⟨fun k => inner ℂ (a k) x, (sub_eq_zero.mp h).symm⟩
  · rintro ⟨c, rfl⟩
    simp only [residual, ha.inner_right_fintype, sub_self]

/-- For an `S`-normalised state `ψ` and orthonormal high states orthogonal to all projectors, the
pair-density weight plus the squared norm of the part of `U ψ` outside their span equals one minus
the augmentation charge. -/
theorem high_weight_balance (U : E ≃ₗᵢ[ℂ] E) (p : ι → E) (q Q : ι → ι → ℂ) (ψ : E)
    (hψ : inner ℂ ψ (overlap p q ψ) = 1) (a : κ → E) (ha : Orthonormal ℂ a)
    (hp : ∀ k i, inner ℂ (a k) (p i) = 0) :
    ((∑ k, ‖inner ℂ (a k) (pairDensity U p Q ψ)‖ ^ 2
      + ‖residual a (U ψ)‖ ^ 2 : ℝ) : ℂ) = 1 - augCharge p q ψ := by
  have h : ∀ k, inner ℂ (a k) (pairDensity U p Q ψ) = inner ℂ (a k) (U ψ) :=
    fun k => high_amplitude U p Q ψ (a k) (hp k)
  simp only [h]
  rw [weight_add_residual a ha, U.norm_map, pseudo_norm p q ψ hψ]

/-- Sum rule for an `S`-normalised state `ψ`: if orthonormal high states are orthogonal to all
projectors and their span contains `U ψ`, the summed squared pair densities equal one minus the
augmentation charge. -/
theorem high_state_sum_rule (U : E ≃ₗᵢ[ℂ] E) (p : ι → E) (q Q : ι → ι → ℂ) (ψ : E)
    (hψ : inner ℂ ψ (overlap p q ψ) = 1) (a : κ → E) (ha : Orthonormal ℂ a)
    (hp : ∀ k i, inner ℂ (a k) (p i) = 0)
    (hU : U ψ ∈ Submodule.span ℂ (Set.range a)) :
    ((∑ k, ‖inner ℂ (a k) (pairDensity U p Q ψ)‖ ^ 2 : ℝ) : ℂ)
      = 1 - augCharge p q ψ := by
  have h := high_weight_balance U p q Q ψ hψ a ha hp
  rw [(residual_eq_zero_iff a ha (U ψ)).mpr hU] at h
  simpa using h

/-- Converse for an `S`-normalised state `ψ`: if the sum rule holds for orthonormal high states
orthogonal to all projectors, then their span contains `U ψ`. -/
theorem mem_span_of_sum_rule (U : E ≃ₗᵢ[ℂ] E) (p : ι → E) (q Q : ι → ι → ℂ) (ψ : E)
    (hψ : inner ℂ ψ (overlap p q ψ) = 1) (a : κ → E) (ha : Orthonormal ℂ a)
    (hp : ∀ k i, inner ℂ (a k) (p i) = 0)
    (hsum : ((∑ k, ‖inner ℂ (a k) (pairDensity U p Q ψ)‖ ^ 2 : ℝ) : ℂ)
      = 1 - augCharge p q ψ) :
    U ψ ∈ Submodule.span ℂ (Set.range a) := by
  have h := Complex.ofReal_injective
    ((high_weight_balance U p q Q ψ hψ a ha hp).trans hsum.symm)
  have h0 : ‖residual a (U ψ)‖ ^ 2 = 0 := by linarith
  exact (residual_eq_zero_iff a ha (U ψ)).mp (norm_eq_zero.mp (pow_eq_zero_iff two_ne_zero |>.mp h0))

/-- The unitary operator that exchanges the two levels of a two-level space. -/
def swapU : EuclideanSpace ℂ (Fin 2) ≃ₗᵢ[ℂ] EuclideanSpace ℂ (Fin 2) :=
  LinearIsometryEquiv.piLpCongrLeft 2 ℂ ℂ (Equiv.swap 0 1)

/-- With the projector on level 0, `q = 3`, a state of amplitude 1/2 on level 0, the level
exchange as `U` and level 1 as high state, all hypotheses of the sum rule hold and the
augmentation charge is 3/4. -/
theorem high_state_sum_rule_witness :
    let p : Fin 1 → EuclideanSpace ℂ (Fin 2) := fun _ => EuclideanSpace.single 0 1
    let a : Fin 1 → EuclideanSpace ℂ (Fin 2) := fun _ => EuclideanSpace.single 1 1
    let ψ : EuclideanSpace ℂ (Fin 2) := EuclideanSpace.single 0 (1 / 2)
    inner ℂ ψ (overlap p (fun _ _ => 3) ψ) = 1 ∧ Orthonormal ℂ a ∧
      (∀ k i, inner ℂ (a k) (p i) = 0) ∧
      swapU ψ ∈ Submodule.span ℂ (Set.range a) ∧
      augCharge p (fun _ _ => 3) ψ = 3 / 4 := by
  intro p a ψ
  have hU : ∀ (v : EuclideanSpace ℂ (Fin 2)) (i : Fin 2),
      (swapU v) i = v (Equiv.swap 0 1 i) := fun _ _ => rfl
  have h2 : (starRingEnd ℂ) 2 = 2 := by
    apply Complex.ext <;> simp
  refine ⟨?_, ⟨fun _ => by simp [a], fun i j h => (h (Subsingleton.elim i j)).elim⟩,
    fun k i => by simp [a, p, EuclideanSpace.inner_single_left], ?_, ?_⟩
  · simp [overlap, separable, p, ψ, EuclideanSpace.inner_single_left]
    norm_num [h2]
  · rw [Submodule.mem_span_range_iff_exists_fun]
    refine ⟨fun _ => 1 / 2, ?_⟩
    ext i
    fin_cases i <;> simp [hU, a, ψ]
  · simp [augCharge, p, ψ, EuclideanSpace.inner_single_left]
    norm_num [h2]

end

end PAWHighStateSumRule
```

```lean
#print axioms PAWHighStateSumRule.high_weight_balance
-- 'PAWHighStateSumRule.high_weight_balance' depends on axioms: [propext, Classical.choice, Quot.sound]
#print axioms PAWHighStateSumRule.high_state_sum_rule
-- 'PAWHighStateSumRule.high_state_sum_rule' depends on axioms: [propext, Classical.choice, Quot.sound]
#print axioms PAWHighStateSumRule.mem_span_of_sum_rule
-- 'PAWHighStateSumRule.mem_span_of_sum_rule' depends on axioms: [propext, Classical.choice, Quot.sound]
```

## How the Lean statement maps to the PAW quantities

The space `E` is any complex inner product space, which includes the finite-dimensional spaces used in a code. The finite types `ι` and `κ` label projectors and high states. Mathlib's `inner ℂ` is conjugate-linear in its first argument, as in ⟨·,·⟩ above.

`separable` builds the projector term shared by `overlap` (S) and `pairDensity` (A), and `augCharge` is n. The type `E ≃ₗᵢ[ℂ] E` makes `U` a linear, norm-preserving bijection. The hypotheses `hψ`, `ha`, `hp` and `hU` of `high_state_sum_rule` are S-normalisation, orthonormality, orthogonality to the projectors, and membership of Uψ in the span. The sum of squares is real but is cast to ℂ, because `augCharge` has complex type; `hψ` forces its value to be real.

## How the proof follows the derivation

`high_amplitude` removes the augmentation term by showing that each summand contains a zero overlap. `pseudo_norm` expands `hψ` and rearranges it with `linear_combination`.

`weight_add_residual` is the projection identity. Its steps `h0` and `h1` establish orthogonality of the residual, `h2` evaluates the projected weight, and `h3` expands ⟨r,r⟩. `residual_eq_zero_iff` uses orthonormality to read off the coefficients c_k.

`high_weight_balance` combines `high_amplitude`, `pseudo_norm` and `weight_add_residual` with `U.norm_map`. `high_state_sum_rule` then sets the residual to zero by `residual_eq_zero_iff`, and `mem_span_of_sum_rule` compares the balance with the assumed sum rule to recover span membership. `high_state_sum_rule_witness` verifies the hypotheses and the charge 3/4 for the two-level example.

## What a code must supply

The theorem concerns exact algebra for one state ψ and one operator U. Exact orthogonality to the projectors idealises high states with small projector overlaps; the file gives no error bound for overlaps that are merely small. Span membership is also assumed. Since the high states are orthogonal to the projectors, it requires Uψ to be orthogonal to them too. If Uψ overlaps a projector, no set of such high states reaches 1 − n, however large; a truncated set can also miss part of Uψ. In either case `high_weight_balance` gives the shortfall exactly, as the squared norm of the part of Uψ outside the span.

The matrices q and Q are arbitrary and independent, so nothing here tests whether a PAW data set is consistent. The sum contains no energy denominators or frequency dependence, and its convergence does not by itself establish convergence of a self-energy or an RPA correlation energy.
